# Under one-dimensional compression, the GGA exchange factor at fixed s > 0 converges exactly when √t F(t) converges

Take local exchange, where the enhancement factor is $F=1$. Squeezing a layer along $x$ by a factor $l$ multiplies its exchange energy per unit area by $l^{1/3}$, which grows without bound. Now let $F(t)=t^{-1/2}$ for $t>0$. Compression also raises the reduced gradient from $s$ to $l^{2/3}s$, so at a point with $s>0$ the energy factor is

$$l^{1/3}\,(l^{2/3}s)^{-1/2}=s^{-1/2},$$

and the growth cancels. For a general $F$, the behaviour of $\sqrt t\,F(t)$ at large $t$ decides whether such a cancellation occurs.

```lean
import Mathlib

open Filter Topology MeasureTheory

namespace CompressedGGAExchange

noncomputable section
```

## The compressed layer and its exchange energy

The density $n(x)$ is a volume density that varies only along $x$. Its compressed form, for $l>0$, is $n_l(x)=l\,n(lx)$. When the number of electrons per unit area, $\int n\,dx$, is finite, it is unchanged.

```lean
/-- The planar density `n` compressed along `x` by the factor `l`, for `l > 0`. -/
def compress (l : ℝ) (n : ℝ → ℝ) : ℝ → ℝ := fun x => l * n (l * x)
```

The reduced gradient compares the density's variation with the local Fermi wavelength:

$$s(x)=\frac{|n'(x)|}{2(3\pi^2)^{1/3}n(x)^{4/3}}.$$

```lean
/-- The reduced density gradient `s = |n'| / (2 (3π²)^(1/3) n^(4/3))`, at points where `n > 0`. -/
def reducedGradient (n : ℝ → ℝ) (x : ℝ) : ℝ :=
  |deriv n x| / (2 * (3 * Real.pi ^ 2) ^ (1 / 3 : ℝ) * n x ^ (4 / 3 : ℝ))
```

In atomic units, for a spin-unpolarised density, the coefficient of local exchange is $A=\tfrac34(3/\pi)^{1/3}$.

```lean
/-- The coefficient of local exchange in atomic units. -/
def exchangeConstant : ℝ := 3 / 4 * (3 / Real.pi) ^ (1 / 3 : ℝ)
```

The GGA exchange energy per unit area is

$$E[n]=-A\int n^{4/3}F(s)\,dx.$$

```lean
/-- The GGA exchange energy per unit area of a planar density `n > 0`, with enhancement
factor `F`. -/
def exchangeEnergy (F n : ℝ → ℝ) : ℝ :=
  -exchangeConstant * ∫ x, n x ^ (4 / 3 : ℝ) * F (reducedGradient n x)
```

After compression, the place of $F(s)$ is taken by the scaled factor $f_s(l)=l^{1/3}F(l^{2/3}s)$.

```lean
/-- The scaled energy factor `l^(1/3) F(l^(2/3) s)`, for `l > 0`. -/
def scaledFactor (F : ℝ → ℝ) (s l : ℝ) : ℝ :=
  l ^ (1 / 3 : ℝ) * F (l ^ (2 / 3 : ℝ) * s)
```

One familiar enhancement factor is the PBE form, $F(s)=1+\kappa-\kappa/(1+\mu s^2/\kappa)$.

```lean
/-- The PBE form of the enhancement factor, for `κ > 0` and `μ ≥ 0`. -/
def pbeEnhancement (κ μ : ℝ) : ℝ → ℝ := fun s => 1 + κ - κ / (1 + μ * s ^ 2 / κ)
```

Densities and enhancement factors are both functions `ℝ → ℝ`. Positivity and differentiability of $n$ enter as the hypotheses `hn` and `hd`.

## What compression does to the gradient and the energy

The chain rule gives $n_l'(x)=l^2n'(lx)$, while $n_l(x)^{4/3}=l^{4/3}n(lx)^{4/3}$. Dividing,

$$s_l(x)=l^{2-4/3}s(lx)=l^{2/3}s(lx).$$

```lean
/-- The reduced gradient of the compressed density at `x` is `l^(2/3)` times that of the original
density at the corresponding point `l x`. -/
theorem reducedGradient_compress {n : ℝ → ℝ} (hd : Differentiable ℝ n) (hn : ∀ x, 0 < n x)
    {l : ℝ} (hl : 0 < l) (x : ℝ) :
    reducedGradient (compress l n) x = l ^ (2 / 3 : ℝ) * reducedGradient n (l * x) := by
  have h1 : HasDerivAt (fun y : ℝ => l * y) l x := by
    simpa using (hasDerivAt_id x).const_mul l
  have h : HasDerivAt (compress l n) (l * (deriv n (l * x) * l)) x :=
    (HasDerivAt.comp x (hd (l * x)).hasDerivAt h1).const_mul l
  have hp : l ^ (2 / 3 : ℝ) * l ^ (4 / 3 : ℝ) = l * l := by
    rw [← Real.rpow_add hl, show (2 / 3 + 4 / 3 : ℝ) = ((2 : ℕ) : ℝ) by norm_num,
      Real.rpow_natCast]
    ring
  have hN : 0 < n (l * x) := hn _
  unfold reducedGradient
  rw [h.deriv]
  simp only [compress]
  rw [Real.mul_rpow hl.le hN.le, abs_mul, abs_mul, abs_of_pos hl, ← mul_div_assoc,
    div_eq_div_iff (by positivity) (by positivity)]
  linear_combination (-(|deriv n (l * x)| *
    (2 * (3 * Real.pi ^ 2) ^ (1 / 3 : ℝ) * n (l * x) ^ (4 / 3 : ℝ)))) * hp
```

In the proof, `h` is the chain rule and `hp` is $l^{2/3}l^{4/3}=l^2$. The step `rw [h.deriv]` inserts the derivative, and after the fractions are cleared the last step uses `hp`.

Insert this into the energy and substitute $y=lx$, $dx=dy/l$:

$$E[n_l]=-A\int l^{4/3}n(lx)^{4/3}F(l^{2/3}s(lx))\,dx
=-A\int n(y)^{4/3}\,l^{1/3}F(l^{2/3}s(y))\,dy.$$

```lean
/-- The exchange energy of the compressed density is the energy expression of the original density
with `F(s)` replaced by the scaled energy factor. -/
theorem exchangeEnergy_compress (F : ℝ → ℝ) {n : ℝ → ℝ} (hd : Differentiable ℝ n)
    (hn : ∀ x, 0 < n x) {l : ℝ} (hl : 0 < l) :
    exchangeEnergy F (compress l n) =
      -exchangeConstant * ∫ x, n x ^ (4 / 3 : ℝ) * scaledFactor F (reducedGradient n x) l := by
  have hp : l ^ (4 / 3 : ℝ) = l * l ^ (1 / 3 : ℝ) := by
    rw [show (4 / 3 : ℝ) = 1 + 1 / 3 by norm_num, Real.rpow_add hl, Real.rpow_one]
  let G : ℝ → ℝ := fun x => n x ^ (4 / 3 : ℝ) * scaledFactor F (reducedGradient n x) l
  have hG : ∀ x, compress l n x ^ (4 / 3 : ℝ) * F (reducedGradient (compress l n) x)
      = l * G (l * x) := by
    intro x
    rw [reducedGradient_compress hd hn hl]
    simp only [G, compress, scaledFactor]
    rw [Real.mul_rpow hl.le (hn _).le, hp]
    ring
  -- change of variables `l x → x`
  have hI : ∫ x, l * G (l * x) = ∫ x, G x := by
    rw [integral_const_mul, Measure.integral_comp_mul_left G l, smul_eq_mul,
      abs_of_pos (inv_pos.mpr hl), ← mul_assoc, mul_inv_cancel₀ hl.ne', one_mul]
  unfold exchangeEnergy
  simp_rw [hG]
  rw [hI]
```

Here `hG` rewrites the integrand and `hI` changes the variable. No integrability is assumed: Lean assigns the value zero to a non-integrable integral, so the formula describes a physical energy only when the integral exists.

In a grid calculation with points $x_i$ and weights $w_i$, the same step approximates the compressed energy by $-A\,l^{1/3}\sum_i w_i n_i^{4/3}F(l^{2/3}s_i)$, computed from the stored $n_i$ and $s_i$. The grid must still resolve $F(l^{2/3}s)$, which for a decaying $F$ can become sharply peaked near points with $s=0$ when $l$ is large.

## The condition on the enhancement factor

Set $t=l^{2/3}s$. Then $\sqrt t=l^{1/3}\sqrt s$, and therefore

$$\sqrt s\,f_s(l)=\sqrt t\,F(t).$$

```lean
/-- In the variable `t = l^(2/3) s`, the scaled energy factor times `√s` is `√t F(t)`. -/
theorem sqrt_mul_scaledFactor (F : ℝ → ℝ) (s : ℝ) {l : ℝ} (hl : 0 < l) :
    √s * scaledFactor F s l = √(l ^ (2 / 3 : ℝ) * s) * F (l ^ (2 / 3 : ℝ) * s) := by
  have h : √(l ^ (2 / 3 : ℝ)) = l ^ (1 / 3 : ℝ) := by
    rw [Real.sqrt_eq_rpow, ← Real.rpow_mul hl.le]
    norm_num
  rw [Real.sqrt_mul (Real.rpow_nonneg hl.le _), h, scaledFactor]
  ring
```

For fixed $s>0$, $t\to\infty$ as $l\to\infty$, and the inverse $l=(t/s)^{3/2}$ also tends to infinity with $t$. Limits therefore carry over in both directions:

$$f_s(l)\to L\quad\Longleftrightarrow\quad \sqrt t\,F(t)\to\sqrt s\,L.$$

```lean
/-- For fixed `s > 0`, the scaled energy factor tends to `L` under extreme compression iff
`√t F(t)` tends to `√s L` at large `t`. -/
theorem scaledFactor_tendsto_iff (F : ℝ → ℝ) {s : ℝ} (hs : 0 < s) (L : ℝ) :
    Tendsto (scaledFactor F s) atTop (𝓝 L) ↔
      Tendsto (fun t => √t * F t) atTop (𝓝 (√s * L)) := by
  have hs' : √s ≠ 0 := (Real.sqrt_pos.mpr hs).ne'
  constructor
  · intro h
    -- the inverse substitution `l = (t/s)^(3/2)`
    have hinv : Tendsto (fun t : ℝ => (t / s) ^ (3 / 2 : ℝ)) atTop atTop :=
      (tendsto_rpow_atTop (by norm_num)).comp (tendsto_id.atTop_div_const hs)
    refine ((h.comp hinv).const_mul (√s)).congr' ?_
    filter_upwards [eventually_gt_atTop 0] with t ht
    have hts : 0 < t / s := div_pos ht hs
    have hback : ((t / s) ^ (3 / 2 : ℝ)) ^ (2 / 3 : ℝ) * s = t := by
      rw [← Real.rpow_mul hts.le, show (3 / 2 * (2 / 3) : ℝ) = 1 by norm_num,
        Real.rpow_one, div_mul_cancel₀ _ hs.ne']
    simp only [Function.comp_apply]
    rw [sqrt_mul_scaledFactor F s (Real.rpow_pos_of_pos hts _), hback]
  · intro h
    have hmap : Tendsto (fun l : ℝ => l ^ (2 / 3 : ℝ) * s) atTop atTop :=
      (tendsto_rpow_atTop (by norm_num)).atTop_mul_const hs
    have h2 := (h.comp hmap).const_mul (√s)⁻¹
    rw [inv_mul_cancel_left₀ hs'] at h2
    refine h2.congr' ?_
    filter_upwards [eventually_gt_atTop 0] with l hl
    simp only [Function.comp_apply]
    rw [← sqrt_mul_scaledFactor F s hl, inv_mul_cancel_left₀ hs']
```

`Tendsto … atTop (𝓝 L)` says that the function approaches the finite number $L$ as its argument grows. The two branches of the proof compose the given limit with `hinv` and `hmap`, the two substitutions. $F$ is arbitrary, with no continuity or sign condition.

If the value of the limit is left open, $M=\sqrt s\,L$ converts one limit into the other.

```lean
/-- For fixed `s > 0`, the scaled energy factor has a finite limit under extreme compression
iff `√t F(t)` has a finite limit at large `t`. -/
theorem scaledFactor_converges_iff (F : ℝ → ℝ) {s : ℝ} (hs : 0 < s) :
    (∃ L, Tendsto (scaledFactor F s) atTop (𝓝 L)) ↔
      ∃ M, Tendsto (fun t => √t * F t) atTop (𝓝 M) := by
  constructor
  · rintro ⟨L, h⟩
    exact ⟨_, (scaledFactor_tendsto_iff F hs L).1 h⟩
  · rintro ⟨M, h⟩
    refine ⟨M / √s, (scaledFactor_tendsto_iff F hs _).2 ?_⟩
    rwa [mul_div_cancel₀ _ (Real.sqrt_pos.mpr hs).ne']
```

The right-hand condition does not contain $s$, so convergence at one positive $s$ implies convergence at all of them.

As a numerical instance, take $s=1$ and $F(t)=1/\sqrt{1+t}$, for which $\sqrt t\,F(t)\to1$. At $l=8$ we have $l^{1/3}=2$ and $t=4$, so the factor is $2/\sqrt5\approx0.894$. At $l=64$ it is $4/\sqrt{17}\approx0.970$, approaching $1$. The PBE form with illustrative values $\kappa=\mu=1$ gives $2\cdot\tfrac{33}{17}\approx3.88$ and then $4\cdot\tfrac{513}{257}\approx7.98$.

Convergence also forces $F$ to vanish at large argument, because

$$F(t)=\frac{1}{\sqrt t}\,\bigl(\sqrt t\,F(t)\bigr)\to 0\cdot M=0.$$

```lean
/-- If the scaled energy factor has a finite limit at one `s > 0`, the enhancement factor
vanishes at large reduced gradient. -/
theorem enhancement_tendsto_zero (F : ℝ → ℝ) {s L : ℝ} (hs : 0 < s)
    (h : Tendsto (scaledFactor F s) atTop (𝓝 L)) : Tendsto F atTop (𝓝 0) := by
  have h1 := (tendsto_inv_atTop_zero.comp Real.tendsto_sqrt_atTop).mul
    ((scaledFactor_tendsto_iff F hs L).1 h)
  rw [zero_mul] at h1
  refine h1.congr' ?_
  filter_upwards [eventually_gt_atTop 0] with t ht
  exact inv_mul_cancel_left₀ (Real.sqrt_pos.mpr ht).ne' _
```

Vanishing alone is not enough: $F(t)=t^{-1/4}$ leaves a factor proportional to $l^{1/6}$.

If instead $F(t)\to c>0$, then $F(l^{2/3}s)\to c$ while $l^{1/3}\to\infty$, so their product diverges.

```lean
/-- If `F` tends to a positive constant, the scaled energy factor diverges at every `s > 0`. -/
theorem scaledFactor_diverges {F : ℝ → ℝ} {s c : ℝ} (hs : 0 < s) (hc : 0 < c)
    (hF : Tendsto F atTop (𝓝 c)) : Tendsto (scaledFactor F s) atTop atTop :=
  (tendsto_rpow_atTop (by norm_num)).atTop_mul_pos hc
    (hF.comp ((tendsto_rpow_atTop (by norm_num)).atTop_mul_const hs))
```

## From the factor to the whole energy

The equivalence concerns one value of $s$ at a time; to deduce convergence of the energy from it, one would also have to justify exchanging the limit with the integral. Divergence can be obtained from bounds on $F$. Suppose $0<c\le F(t)\le C$ for all $t\ge0$, with $F$ measurable and $n^{4/3}$ integrable. Then

$$E[n_l]\le -A\,c\,l^{1/3}\int n^{4/3}\,dx\to-\infty.$$

```lean
/-- Let `F` be measurable and lie between two positive constants on `t ≥ 0`, and let `n` be positive
and differentiable with `n^(4/3)` integrable. Then the exchange energy per area of the compressed
density tends to minus infinity as `l → ∞`. -/
theorem exchangeEnergy_diverges {F n : ℝ → ℝ} {c C : ℝ} (hc : 0 < c) (hF : Measurable F)
    (hlow : ∀ t, 0 ≤ t → c ≤ F t) (hup : ∀ t, 0 ≤ t → F t ≤ C)
    (hd : Differentiable ℝ n) (hn : ∀ x, 0 < n x)
    (hi : Integrable (fun x => n x ^ (4 / 3 : ℝ))) :
    Tendsto (fun l => exchangeEnergy F (compress l n)) atTop atBot := by
  have hw : ∀ x, 0 < n x ^ (4 / 3 : ℝ) := fun x => Real.rpow_pos_of_pos (hn x) _
  have hI : 0 < ∫ x, n x ^ (4 / 3 : ℝ) := by
    rw [integral_pos_iff_support_of_nonneg (fun x => (hw x).le) hi,
      Function.support_eq_univ (fun x => (hw x).ne')]
    simp
  have hA : 0 < exchangeConstant := by
    unfold exchangeConstant
    positivity
  have hm : Measurable (fun x => n x ^ (4 / 3 : ℝ)) := hd.continuous.measurable.pow_const _
  have hs : Measurable (reducedGradient n) :=
    (continuous_abs.measurable.comp (measurable_deriv n)).div (hm.const_mul _)
  have hs0 : ∀ x, 0 ≤ reducedGradient n x := fun x =>
    div_nonneg (abs_nonneg _) (mul_nonneg (by positivity) (hw x).le)
  refine tendsto_atBot_mono' atTop ?_ (tendsto_neg_atTop_atBot.comp
    ((tendsto_rpow_atTop (show (0 : ℝ) < 1 / 3 by norm_num)).const_mul_atTop
      (mul_pos (mul_pos hA hc) hI)))
  filter_upwards [eventually_gt_atTop 0] with l hl
  have hp : 0 < l ^ (1 / 3 : ℝ) := Real.rpow_pos_of_pos hl _
  have ht : ∀ x, 0 ≤ l ^ (2 / 3 : ℝ) * reducedGradient n x := fun x =>
    mul_nonneg (Real.rpow_nonneg hl.le _) (hs0 x)
  -- the upper bound on `F` makes the compressed energy finite
  have hint : Integrable
      (fun x => n x ^ (4 / 3 : ℝ) * scaledFactor F (reducedGradient n x) l) := by
    refine (hi.mul_const (l ^ (1 / 3 : ℝ) * C)).mono'
      (hm.mul ((hF.comp (hs.const_mul _)).const_mul _)).aestronglyMeasurable
      (Eventually.of_forall fun x => ?_)
    have hf : 0 ≤ scaledFactor F (reducedGradient n x) l :=
      mul_nonneg hp.le (hc.le.trans (hlow _ (ht x)))
    rw [Real.norm_of_nonneg (mul_nonneg (hw x).le hf)]
    exact mul_le_mul_of_nonneg_left
      (mul_le_mul_of_nonneg_left (hup _ (ht x)) hp.le) (hw x).le
  -- the lower bound on `F` makes the integral grow at least as `l^(1/3)`
  have hb := integral_mono (hi.mul_const (l ^ (1 / 3 : ℝ) * c)) hint fun x =>
    mul_le_mul_of_nonneg_left (mul_le_mul_of_nonneg_left (hlow _ (ht x)) hp.le) (hw x).le
  rw [integral_mul_const] at hb
  have hb' := mul_le_mul_of_nonneg_left hb hA.le
  rw [exchangeEnergy_compress F hd hn hl]
  simp only [Function.comp_apply]
  linarith
```

The upper bound $C$ gives `hint`, which makes each compressed energy a genuine finite integral. The lower bound gives `hb`, the displayed inequality before multiplication by $-A$. The integral of $n^{4/3}$ is strictly positive because $n$ is positive everywhere. That requirement excludes layers with hard walls, and differentiability excludes cusps.

For PBE with $\kappa>0$ and $\mu\ge0$, the subtracted term lies between $0$ and $\kappa$, so $1\le F\le1+\kappa$ and the bound applies with $c=1$.

```lean
/-- With the PBE enhancement factor (`κ > 0`, `μ ≥ 0`), and for a positive differentiable `n` with
`n^(4/3)` integrable, the exchange energy per area of the compressed density tends to minus infinity
as `l → ∞`. -/
theorem pbe_exchangeEnergy_diverges {κ μ : ℝ} (hκ : 0 < κ) (hμ : 0 ≤ μ) {n : ℝ → ℝ}
    (hd : Differentiable ℝ n) (hn : ∀ x, 0 < n x)
    (hi : Integrable (fun x => n x ^ (4 / 3 : ℝ))) :
    Tendsto (fun l => exchangeEnergy (pbeEnhancement κ μ) (compress l n)) atTop atBot := by
  have hq : ∀ t : ℝ, 0 ≤ μ * t ^ 2 / κ := fun t => by positivity
  refine exchangeEnergy_diverges (c := 1) (C := 1 + κ) one_pos ?_ ?_ ?_ hd hn hi
  · unfold pbeEnhancement
    fun_prop
  · intro t _
    have h : κ / (1 + μ * t ^ 2 / κ) ≤ κ := div_le_self hκ.le (by linarith [hq t])
    simp only [pbeEnhancement]
    linarith
  · intro t _
    have h : 0 ≤ κ / (1 + μ * t ^ 2 / κ) := div_nonneg hκ.le (by linarith [hq t])
    simp only [pbeEnhancement]
    linarith

end

end CompressedGGAExchange
```

The case $\mu=0$ is local exchange. Exact exchange per unit area stays finite when a layer is squeezed towards a two-dimensional electron gas, a physical fact taken here as background. For a layer with a finite number of electrons per unit area, whose density is smooth and everywhere positive with $n^{4/3}$ integrable, PBE exchange therefore fails qualitatively in this limit.

```lean
#print axioms CompressedGGAExchange.scaledFactor_converges_iff
#print axioms CompressedGGAExchange.enhancement_tendsto_zero
#print axioms CompressedGGAExchange.scaledFactor_diverges
#print axioms CompressedGGAExchange.pbe_exchangeEnergy_diverges
```

```
'CompressedGGAExchange.scaledFactor_converges_iff' depends on axioms: [propext, Classical.choice, Quot.sound]
'CompressedGGAExchange.enhancement_tendsto_zero' depends on axioms: [propext, Classical.choice, Quot.sound]
'CompressedGGAExchange.scaledFactor_diverges' depends on axioms: [propext, Classical.choice, Quot.sound]
'CompressedGGAExchange.pbe_exchangeEnergy_diverges' depends on axioms: [propext, Classical.choice, Quot.sound]
```
